# The Laplacian maps homogeneous polynomials of degree i + 2 to degree i and annihilates those of degree zero and one

The file defines `laplacian N`, the sum of the second partial derivatives `∑ i, pderiv i (pderiv i p)`, as a linear operator on real polynomials in `N` Cartesian variables; the derivatives are formal, and no normalisation or boundary condition enters. The theorem `laplacian_homogeneous` takes a polynomial `c` in `n` variables, homogeneous of degree `j`. It states that `laplacian n c` is homogeneous of degree `i` whenever `j = i + 2` (the zero polynomial counts as homogeneous of every degree), and that `laplacian n c = 0` when `j ≤ 1`. The attempt works term by term: the first part applies `IsHomogeneous.sum` and differentiates twice with `hc.pderiv.pderiv`. The second part calls `Finset.sum_eq_zero` and shows that each first derivative has total degree zero, so it is a constant, which `pderiv_C` sends to zero.

The failing Lean file:

```lean
import Mathlib

open MvPolynomial

namespace SolidHarmonicsAxisExpansion

noncomputable section

variable {n : ℕ}

/-- The formal Laplacian on real polynomials in `N` variables. -/
def laplacian (N : ℕ) : Module.End ℝ (MvPolynomial (Fin N) ℝ) where
  toFun p := ∑ i, pderiv i (pderiv i p)
  map_add' p q := by simp [Finset.sum_add_distrib]
  map_smul' r p := by simp [Finset.smul_sum]

/-- The Laplacian lowers the degree of a homogeneous polynomial by two and annihilates
degrees zero and one. -/
theorem laplacian_homogeneous {c : MvPolynomial (Fin n) ℝ} {j : ℕ} (hc : c.IsHomogeneous j) :
    (∀ i, j = i + 2 → (laplacian n c).IsHomogeneous i) ∧ (j ≤ 1 → laplacian n c = 0) := by
  constructor
  · rintro i rfl
    refine IsHomogeneous.sum Finset.univ (fun k => pderiv k (pderiv k c)) i fun k _ => ?_
    have h : (pderiv k (pderiv k c)).IsHomogeneous (i + 2 - 1 - 1) := hc.pderiv.pderiv
    exact h
  · intro hj
    refine Finset.sum_eq_zero (f := fun k => pderiv k (pderiv k c)) fun k _ => ?_
    have h : (pderiv k c).IsHomogeneous (j - 1) := hc.pderiv
    have h1 := h.totalDegree_le
    have h2 := totalDegree_eq_zero_iff_eq_C.1 (show (pderiv k c).totalDegree = 0 by omega)
    show pderiv k (pderiv k c) = 0
    rw [h2, pderiv_C]

end

end SolidHarmonicsAxisExpansion
```

Compiling this gives:

```
Main.lean:27:4: error: Type mismatch
  Finset.sum_eq_zero fun k x => ?m.129
has type
  ∑ x ∈ ?m.112, (pderiv x) ((pderiv x) c) = 0
but is expected to have type
  (laplacian n) c = 0
```

Lean accepts the file once it reads:

```diff
@@ -25,5 +25,6 @@
     exact h
   · intro hj
-    refine Finset.sum_eq_zero (f := fun k => pderiv k (pderiv k c)) fun k _ => ?_
+    show ∑ k : Fin n, pderiv k (pderiv k c) = 0
+    refine Finset.sum_eq_zero fun k _ => ?_
     have h : (pderiv k c).IsHomogeneous (j - 1) := hc.pderiv
     have h1 := h.totalDegree_le
```

Cause. The single message comes from the `refine` opening the second part. `Finset.sum_eq_zero` concludes that a sum over some finite set is zero. The attempt names the summand through `(f := …)` but not the set, which appears in the message as the unassigned `?m.112`. The goal is `(laplacian n) c = 0`, whose left side is a bundled linear map applied to `c`; it is a sum only after unfolding `laplacian` and the coercion. Lean did not unify the sum over an unknown set with that application, and reported a type mismatch. The first part, where `Finset.univ` and the summand are both given explicitly, raised no error.

The added line `show ∑ k : Fin n, pderiv k (pderiv k c) = 0` writes out the sum with its index set fixed, and Lean accepts it as definitionally equal to the goal. The goal then has the syntactic form of the lemma's conclusion, so set and summand are both read off it. Dropping `(f := …)` is tidying: the summand no longer needs naming. The rest of the proof is unchanged.
